# Restriction to levels at most k preserves level-one moments below order 2k when only equal or adjacent levels couple

Let each state of a finite orthonormal basis carry a level in $\{0,1,2,\dots\}$, and let the matrix $L$ have zero entries between levels that differ by more than one. Let $P$ project onto the levels up to $k$. If the vectors $a$ and $b$ are supported on level 1, then

$$\langle a, L^m b\rangle=\langle a,(PLP)^m b\rangle\qquad\text{for every } m<2k .$$

In NMR the basis states can be products of spin operators, normalised and mutually orthogonal under the trace inner product, and the level is the number of spins in the product. $L$ then generates the time evolution, $b$ is the initial state without its identity part, and $a$ is the detected operator. Both are on level 1 if they are sums of traceless one-spin operators. For such $a$ and $b$, a finite basis and a time-independent $L$ of the above kind, a simulation that discards spin orders above $k$ therefore has the correct first $2k$ time derivatives of the signal at $t=0$, counting the value itself as order zero.

## Levels and the restricted generator

In Lean 4 with Mathlib:

```lean
import Mathlib

open Matrix
open scoped Matrix.Norms.Operator

namespace RestrictedSpinOrder

noncomputable section

variable {n : Type*} [Fintype n] [DecidableEq n]
```

The basis states are the elements of a finite type `n`. A vector is a function `n → ℂ`, and a matrix has type `Matrix n n ℂ`.

```lean
/-- The generator `L` has zero entries between levels that differ by more than one. -/
def NeighbourCoupling (lev : n → ℕ) (L : Matrix n n ℂ) : Prop :=
  ∀ i j, (lev i + 1 < lev j ∨ lev j + 1 < lev i) → L i j = 0
```

A definition with value `Prop` is a condition. This one says that $L_{ij}=0$ whenever the levels of $i$ and $j$ differ by at least two. Commutation with a Hamiltonian of one- and two-spin terms has this property in a product basis of traceless spin operators and identities, since such a term changes the number of spins in a product by at most one. A relaxation superoperator need not have it. The theorems assume the condition for a given $L$; they do not derive it from a Hamiltonian. $L$ need not be Hermitian or anti-Hermitian.

```lean
/-- The vector `v` has no component on levels above `q`. -/
def UpTo (lev : n → ℕ) (q : ℕ) (v : n → ℂ) : Prop :=
  ∀ i, q < lev i → v i = 0
```

`UpTo lev q v` says that $v_i=0$ for every state $i$ above level $q$.

```lean
/-- The projector onto the basis states of level at most `k`. -/
def levelProj (lev : n → ℕ) (k : ℕ) : Matrix n n ℂ :=
  Matrix.diagonal fun i => if lev i ≤ k then 1 else 0
```

This is $P$, a diagonal matrix with entry 1 on levels at most $k$ and 0 elsewhere.

```lean
/-- The restricted generator `P L P`, with `P` the projector onto levels at most `k`. -/
def restricted (lev : n → ℕ) (k : ℕ) (L : Matrix n n ℂ) : Matrix n n ℂ :=
  levelProj lev k * L * levelProj lev k
```

The restricted generator is $K=PLP$. It has the same size as $L$, with zeros in the discarded rows and columns.

A program would more likely store only the block of $L$ on the kept states. Modelled that way, $a$ and $b$ would first have to be cut down to those states, and the theorem would compare matrices of different sizes. For $k\ge1$ and vectors on level 1 the restricted moments would have the same values.

```lean
/-- The restricted generator keeps exactly the entries of `L` with both levels at most `k`. -/
theorem restricted_apply (lev : n → ℕ) (k : ℕ) (L : Matrix n n ℂ) (i j : n) :
    restricted lev k L i j = if lev i ≤ k ∧ lev j ≤ k then L i j else 0 := by
  unfold restricted levelProj
  rw [Matrix.mul_diagonal, Matrix.diagonal_mul]
  by_cases h1 : lev i ≤ k <;> by_cases h2 : lev j ≤ k <;> simp [h1, h2]
```

In entries, $K_{ij}=L_{ij}$ if both levels are at most $k$, and $K_{ij}=0$ otherwise. The proof multiplies out the diagonal matrices and checks the four cases with `by_cases`.

## How far a power of the generator reaches

```lean
/-- If `L` couples only equal or adjacent levels, then `j` applications of `L` raise the
highest occupied level by at most `j`. -/
theorem upTo_pow_mulVec {lev : n → ℕ} {L : Matrix n n ℂ} (hL : NeighbourCoupling lev L)
    {q : ℕ} {v : n → ℂ} (hv : UpTo lev q v) (j : ℕ) : UpTo lev (q + j) (L ^ j *ᵥ v) := by
  induction j with
  | zero => simpa using hv
  | succ j ih =>
    intro i hi
    rw [pow_succ', ← Matrix.mulVec_mulVec]
    change ∑ x, L i x * (L ^ j *ᵥ v) x = 0
    refine Finset.sum_eq_zero fun x _ => ?_
    by_cases h : q + j < lev x
    · rw [ih x h, mul_zero]
    · rw [hL i x (by omega), zero_mul]
```

If $v$ reaches at most level $q$, then $L^jv$ reaches at most level $q+j$. The symbol `*ᵥ` applies a matrix to a vector.

The argument is induction on $j$. For $j=0$ there is nothing to show. For the next power, take a state $i$ above level $q+j+1$ and write

$$(L^{j+1}v)_i=\sum_x L_{ix}\,(L^jv)_x .$$

If $x$ lies above level $q+j$, the second factor vanishes by the induction hypothesis `ih`. Otherwise $i$ and $x$ are at least two levels apart, and $L_{ix}=0$. The tactic `omega` settles such inequalities between integers.

## Exchanging L for K

```lean
/-- Let `L` couple only equal or adjacent levels. Between vectors whose highest levels add up
to at most `2k`, the full and the restricted generator have the same matrix element. -/
theorem single_step {lev : n → ℕ} {L : Matrix n n ℂ} (hL : NeighbourCoupling lev L)
    {k r s : ℕ} {u w : n → ℂ} (hu : UpTo lev r u) (hw : UpTo lev s w) (h : r + s ≤ 2 * k) :
    u ⬝ᵥ (L *ᵥ w) = u ⬝ᵥ (restricted lev k L *ᵥ w) := by
  change ∑ i, u i * ∑ j, L i j * w j = ∑ i, u i * ∑ j, restricted lev k L i j * w j
  refine Finset.sum_congr rfl fun i _ => ?_
  by_cases hi : r < lev i
  · rw [hu i hi, zero_mul, zero_mul]
  congr 1
  refine Finset.sum_congr rfl fun j _ => ?_
  by_cases hj : s < lev j
  · rw [hw j hj, mul_zero, mul_zero]
  rw [restricted_apply]
  by_cases hk : lev i ≤ k ∧ lev j ≤ k
  · rw [if_pos hk]
  · -- a discarded entry would have to join levels at least two apart
    rw [if_neg hk, hL i j (by omega)]
```

If $u$ reaches at most level $r$, $w$ at most level $s$, and $r+s\le 2k$, then $u^{T}Lw=u^{T}Kw$. The product `⬝ᵥ` sums $u_iw_i$ without complex conjugation.

Written out, both sides are sums over $i$ and $j$, and the proof compares them term by term. Only terms with $\mathrm{lev}\,i\le r$ and $\mathrm{lev}\,j\le s$ can contribute, so the two levels add up to at most $2k$. Suppose $K$ has discarded the entry $L_{ij}$. Then one of the levels is at least $k+1$, which leaves at most $k-1$ for the other. They differ by at least two, so $L_{ij}$ was zero already.

```lean
/-- Let `L` couple only equal or adjacent levels, and let `u` and `b` reach at most levels `p`
and `q`. If `p + q + i + j ≤ 2k + 1`, the last `j` of `i + j` factors `L` between `u` and `b`
can be replaced by the restricted generator. -/
theorem exchange {lev : n → ℕ} {L : Matrix n n ℂ} (hL : NeighbourCoupling lev L)
    {k p q : ℕ} {u b : n → ℂ} (hu : UpTo lev p u) (hb : UpTo lev q b) (j : ℕ) :
    ∀ i, p + q + i + j ≤ 2 * k + 1 →
      u ⬝ᵥ (L ^ (i + j) *ᵥ b) = u ⬝ᵥ (L ^ i *ᵥ (restricted lev k L ^ j *ᵥ b)) := by
  have hK : NeighbourCoupling lev (restricted lev k L) := by
    intro x y h
    rw [restricted_apply, hL x y h, ite_self]
  have hT : NeighbourCoupling lev Lᵀ := fun x y h => hL y x h.symm
  induction j with
  | zero => intro i _; simp
  | succ j ih =>
    intro i h
    -- the remaining powers of `L` act on the left vector
    have hl : UpTo lev (p + i) (u ᵥ* L ^ i) := by
      have h0 := upTo_pow_mulVec hT hu i
      rwa [← Matrix.transpose_pow, Matrix.mulVec_transpose] at h0
    have hr := upTo_pow_mulVec hK hb j
    calc u ⬝ᵥ (L ^ (i + (j + 1)) *ᵥ b)
        = u ⬝ᵥ (L ^ (i + 1 + j) *ᵥ b) := by rw [show i + (j + 1) = i + 1 + j by omega]
      _ = u ⬝ᵥ (L ^ (i + 1) *ᵥ (restricted lev k L ^ j *ᵥ b)) := ih (i + 1) (by omega)
      _ = (u ᵥ* L ^ i) ⬝ᵥ (L *ᵥ (restricted lev k L ^ j *ᵥ b)) := by
          rw [pow_succ L i, ← Matrix.mulVec_mulVec, Matrix.dotProduct_mulVec u (L ^ i)]
      _ = (u ᵥ* L ^ i) ⬝ᵥ (restricted lev k L *ᵥ (restricted lev k L ^ j *ᵥ b)) :=
          single_step hL hl hr (by omega)
      _ = u ⬝ᵥ (L ^ i *ᵥ (restricted lev k L ^ (j + 1) *ᵥ b)) := by
          rw [pow_succ' (restricted lev k L) j, ← Matrix.mulVec_mulVec,
            Matrix.dotProduct_mulVec u (L ^ i)]
```

Now the factors are exchanged one at a time. For $u$ up to level $p$ and $b$ up to level $q$,

$$u^{T}L^{i+j}b=u^{T}L^{i}K^{j}b\qquad\text{if } p+q+i+j\le 2k+1 .$$

Here $i$ and $j$ count factors. The induction is on $j$, with the statement kept for all $i$. To pass from $j$ to $j+1$, the `calc` block follows this chain:

$$u^{T}L^{i+1+j}b=u^{T}L^{i+1}K^{j}b=(u^{T}L^{i})\,L\,(K^{j}b)=(u^{T}L^{i})\,K\,(K^{j}b).$$

The first equality is the induction hypothesis, used with $i+1$ in place of $i$. The second regroups the product. For the third, $u^{T}L^{i}$ reaches at most level $p+i$ (`hl`, from the previous reach result applied to the transpose of $L$), and $K^{j}b$ reaches at most level $q+j$ (`hr`). The assumption for $j+1$ reads $p+q+i+j+1\le 2k+1$, so these two levels add up to at most $2k$ and `single_step` applies.

The factor two in the final bound comes from this division of labour: some powers climb from the right vector, the others from the left.

```lean
/-- Let `L` couple only equal or adjacent levels. If `a` and `b` reach at most levels `p` and
`q`, restriction to levels at most `k` preserves the moment `⟨a, L^m b⟩` whenever
`p + q + m ≤ 2k + 1`. -/
theorem moment_eq {lev : n → ℕ} {L : Matrix n n ℂ} (hL : NeighbourCoupling lev L)
    {k p q m : ℕ} {a b : n → ℂ} (ha : UpTo lev p a) (hb : UpTo lev q b)
    (h : p + q + m ≤ 2 * k + 1) :
    star a ⬝ᵥ (L ^ m *ᵥ b) = star a ⬝ᵥ (restricted lev k L ^ m *ᵥ b) := by
  have hs : UpTo lev p (star a) := fun i hi => by simp [ha i hi]
  simpa using exchange hL hs hb m 0 (by omega)
```

With $i=0$ and $j=m$, all factors are exchanged. `star a` is the complex conjugate of $a$, so `star a ⬝ᵥ` is the usual inner product $\langle a,\cdot\rangle$. Conjugation does not change which components vanish. The result holds for any $p$, $q$ and $m$ with $p+q+m\le 2k+1$.

```lean
/-- Let `L` couple only equal or adjacent levels, and let `a` and `b` be supported on level 1.
Restriction to levels at most `k` preserves every moment `⟨a, L^m b⟩` with `m < 2k`. -/
theorem level_one_moment_eq {lev : n → ℕ} {L : Matrix n n ℂ} (hL : NeighbourCoupling lev L)
    {k m : ℕ} {a b : n → ℂ} (ha : ∀ i, lev i ≠ 1 → a i = 0) (hb : ∀ i, lev i ≠ 1 → b i = 0)
    (hm : m < 2 * k) :
    star a ⬝ᵥ (L ^ m *ᵥ b) = star a ⬝ᵥ (restricted lev k L ^ m *ᵥ b) :=
  moment_eq hL (p := 1) (q := 1) (fun i hi => ha i (by omega)) (fun i hi => hb i (by omega))
    (by omega)
```

For vectors on level 1, $p=q=1$, and the condition becomes $m\le 2k-1$, written here as `m < 2 * k`. For $k=0$ no such $m$ exists, so $k\ge1$ need not be assumed.

## From moments to the signal

```lean
/-- The signal `⟨a, exp(tL) b⟩` detected on `a` at time `t` after starting from `b`. -/
def signal (a b : n → ℂ) (L : Matrix n n ℂ) (t : ℝ) : ℂ :=
  star a ⬝ᵥ (NormedSpace.exp (t • L) *ᵥ b)
```

The signal is $S(t)=\langle a,e^{tL}b\rangle$ for real $t$. Any factor $-i$ from the equation of motion is contained in $L$.

```lean
/-- The `m`-th time derivative of the signal is `⟨a, exp(tL) L^m b⟩`. -/
theorem iteratedDeriv_signal (a b : n → ℂ) (L : Matrix n n ℂ) (m : ℕ) :
    iteratedDeriv m (signal a b L) =
      fun t : ℝ => star a ⬝ᵥ ((NormedSpace.exp (t • L) * L ^ m) *ᵥ b) := by
  induction m with
  | zero => funext t; simp [signal]
  | succ m ih =>
    rw [iteratedDeriv_succ, ih]
    funext t
    have h : HasDerivAt (fun s : ℝ => NormedSpace.exp (s • L))
        (NormedSpace.exp (t • L) * L) t := hasDerivAt_exp_smul_const L t
    -- detection is a linear functional of the propagator
    let φ : Matrix n n ℂ →ₗ[ℝ] ℂ :=
      { toFun := fun M => star a ⬝ᵥ ((M * L ^ m) *ᵥ b)
        map_add' := fun M N => by rw [Matrix.add_mul, Matrix.add_mulVec, dotProduct_add]
        map_smul' := fun c M => by
          rw [Matrix.smul_mul, Matrix.smul_mulVec, dotProduct_smul, RingHom.id_apply] }
    have h3 : HasDerivAt
        (fun s : ℝ => star a ⬝ᵥ ((NormedSpace.exp (s • L) * L ^ m) *ᵥ b))
        (star a ⬝ᵥ ((NormedSpace.exp (t • L) * L * L ^ m) *ᵥ b)) t :=
      (LinearMap.toContinuousLinearMap φ).hasFDerivAt.comp_hasDerivAt t h
    rw [h3.deriv, pow_succ', mul_assoc]
```

The $m$-th derivative is

$$S^{(m)}(t)=\langle a,e^{tL}L^m b\rangle .$$

By induction, each differentiation uses $\frac{d}{dt}e^{tL}=e^{tL}L$ and adds one factor $L$. In the code, `φ` is the linear map $M\mapsto\langle a,ML^mb\rangle$. It is continuous because the space of matrices is finite-dimensional, so the derivative passes through it.

```lean
/-- Let `L` couple only equal or adjacent levels, and let `a` and `b` be supported on level 1.
The full and the restricted signal have equal time derivatives at `t = 0` in every order
below `2k`. -/
theorem signal_derivatives_eq {lev : n → ℕ} {L : Matrix n n ℂ}
    (hL : NeighbourCoupling lev L) {k m : ℕ} {a b : n → ℂ}
    (ha : ∀ i, lev i ≠ 1 → a i = 0) (hb : ∀ i, lev i ≠ 1 → b i = 0) (hm : m < 2 * k) :
    iteratedDeriv m (signal a b L) 0 =
      iteratedDeriv m (signal a b (restricted lev k L)) 0 := by
  rw [iteratedDeriv_signal, iteratedDeriv_signal]
  simpa using level_one_moment_eq hL ha hb hm
```

At $t=0$ the exponential is the identity, and the derivatives are the moments. The full and restricted signals thus agree in every derivative of order below $2k$. By Taylor expansion, a step left informal here, their difference begins at order $t^{2k}$ or later. No bound on its size at a given time follows from the theorem.

The smallest case is $k=1$, which keeps the value and the first derivative. Take two spins 1/2 with a weak scalar coupling $J$, each described in the frame that rotates at its own resonance frequency, so that the Hamiltonian is $2\pi J\,I_{1z}I_{2z}$ (with $\hbar=1$). Start from $I_{1x}$ and detect it. The normalised signal is $\cos(\pi Jt)$, because $I_{1x}$ evolves into the two-spin term $2I_{1y}I_{2z}$ and back. With only levels up to 1 kept, the signal stays at 1. Both have value 1 and slope 0 at $t=0$, but their second derivatives are $-(\pi J)^2$ and 0.

## A path on which order 2k differs

```lean
/-- Levels along a path of `2k + 1` states that climbs from level 1 to `k + 1` and returns. -/
def pathLevel (k : ℕ) (i : Fin (2 * k + 1)) : ℕ := 1 + min i.val (2 * k - i.val)
```

The $2k+1$ places of a path are numbered from 0 to $2k$. Their levels climb from 1 to $k+1$ at place $k$ and return to 1.

```lean
/-- The generator that moves each state of the path except the last one place forward, and sends the
last state to zero. -/
def pathGen (k : ℕ) : Matrix (Fin (2 * k + 1)) (Fin (2 * k + 1)) ℂ :=
  Matrix.of fun i j => if i.val = j.val + 1 then 1 else 0
```

The generator moves each state except the last one place forward, and sends the last to zero: $L_{ij}=1$ if $i=j+1$, and 0 otherwise.

```lean
/-- For every `k ≥ 1` the path generator couples only equal or adjacent levels and both ends of
the path have level 1, yet its moment of order `2k` between the ends is 1 in full and 0 after
restriction to levels at most `k`. -/
theorem order_bound_sharp (k : ℕ) (hk : 1 ≤ k) :
    NeighbourCoupling (pathLevel k) (pathGen k) ∧
    pathLevel k 0 = 1 ∧ pathLevel k (Fin.last (2 * k)) = 1 ∧
    (pathGen k ^ (2 * k)) (Fin.last (2 * k)) 0 = 1 ∧
    (restricted (pathLevel k) k (pathGen k) ^ (2 * k)) (Fin.last (2 * k)) 0 = 0 := by
  -- after `m` steps the full evolution has reached place `m`
  have full : ∀ (m : ℕ) (i : Fin (2 * k + 1)), i.val = m → (pathGen k ^ m) i 0 = 1 := by
    intro m
    induction m with
    | zero =>
      intro i hi
      have h0 : i = 0 := Fin.ext (by simpa using hi)
      simp [h0]
    | succ m ih =>
      intro i hi
      have hlt := i.isLt
      rw [pow_succ', Matrix.mul_apply,
        Finset.sum_eq_single (⟨m, by omega⟩ : Fin (2 * k + 1))]
      · rw [ih _ rfl]
        simp [pathGen, hi]
      · intro j _ hj
        have hne : ¬ i.val = j.val + 1 := fun h =>
          hj (Fin.ext (show j.val = m by omega))
        simp [pathGen, hne]
      · intro h
        exact absurd (Finset.mem_univ _) h
  -- the restricted evolution never reaches the summit at place `k`
  have blocked : ∀ (m : ℕ) (i : Fin (2 * k + 1)), k ≤ i.val →
      (restricted (pathLevel k) k (pathGen k) ^ m) i 0 = 0 := by
    intro m
    induction m with
    | zero =>
      intro i hi
      have hne : i ≠ 0 := by
        intro h
        have h0 : i.val = 0 := by simp [h]
        omega
      rw [pow_zero, Matrix.one_apply_ne hne]
    | succ m ih =>
      intro i hi
      rw [pow_succ', Matrix.mul_apply]
      refine Finset.sum_eq_zero fun j _ => ?_
      by_cases hj : k ≤ j.val
      · rw [ih j hj, mul_zero]
      · by_cases e : i.val = j.val + 1
        · have hlev : ¬ pathLevel k i ≤ k := by
            unfold pathLevel
            omega
          simp [restricted_apply, hlev]
        · simp [restricted_apply, pathGen, e]
  refine ⟨?_, by simp [pathLevel], by simp [pathLevel], full _ _ (by simp),
    blocked _ _ (by simp only [Fin.val_last]; omega)⟩
  intro i j h
  have hne : ¬ i.val = j.val + 1 := by
    unfold pathLevel at h
    omega
  simp [pathGen, hne]

end

end RestrictedSpinOrder
```

For every $k\ge1$ this generator satisfies the coupling condition, and both ends of the path have level 1. With $b$ the first and $a$ the last basis state, the moment of order $2k$ is 1 for $L$ and 0 for $K$. The bound $m<2k$ therefore cannot be raised for all generators of this class, though a particular spin system may do better. The path generator is a mathematical example: it is nonzero but has a vanishing power, so it is not commutation with a Hamiltonian.

In the proof, `full` shows by induction that $m$ steps of $L$ lead from place 0 to place $m$ with amplitude 1. `blocked` shows that powers of $K$ never lead from place 0 to place $k$ or beyond: the only way in is the step from $k-1$ to $k$, and $K$ lacks it because place $k$ has level $k+1$.

```lean
#print axioms RestrictedSpinOrder.level_one_moment_eq
-- 'RestrictedSpinOrder.level_one_moment_eq' depends on axioms: [propext, Classical.choice, Quot.sound]
#print axioms RestrictedSpinOrder.signal_derivatives_eq
-- 'RestrictedSpinOrder.signal_derivatives_eq' depends on axioms: [propext, Classical.choice, Quot.sound]
#print axioms RestrictedSpinOrder.order_bound_sharp
-- 'RestrictedSpinOrder.order_bound_sharp' depends on axioms: [propext, Classical.choice, Quot.sound]
```
